# A positive quartic term bounds the classical mean-square displacement of a soft mode, while the harmonic shielding correction diverges

The vibrational correction to a nuclear shielding depends on how far the nuclei move, and to second order it involves their mean-square displacement. Here this is the classical thermal average of $q^2$ for a single coordinate $q$, running over the whole real line, in the potential

$$V(q)=\tfrac12 w^2q^2+g\,q^4 .$$

The coordinate is mass-weighted, $w$ is the harmonic angular frequency usually written $\omega$, and $g$ is the quartic constant. The letter $T$ stands for $k_{\mathrm B}T$, an energy. With $B(q)=e^{-V(q)/T}$ and $Z=\int B\,dq$, the mean of a function $f$ is $\langle f\rangle=Z^{-1}\int fB\,dq$.

For $g,T>0$, the mean $\langle q^2\rangle$ is at most $\sqrt{T/(4g)}$ at every real $w$. Without the quartic term it is $T/w^2$, which grows without limit as $w\to0^+$. In this one-mode classical model, if the shielding has nonzero curvature along the mode, the error of the harmonic correction is therefore unbounded as $w\to0^+$ with $g$ and $T$ fixed.

```lean
import Mathlib

open MeasureTheory Filter Topology

namespace SoftModeShielding

noncomputable section

/-- Potential energy of a mode with harmonic frequency `w` and quartic constant `g`,
in a mass-weighted coordinate `q`. -/
def potential (w g q : ℝ) : ℝ := w ^ 2 / 2 * q ^ 2 + g * q ^ 4

/-- Classical Boltzmann weight at temperature `T ≠ 0`, measured in energy units. -/
def boltzmann (w g T q : ℝ) : ℝ := Real.exp (-(potential w g q) / T)

/-- Classical thermal mean over the line of an `f` integrable against the Boltzmann weight, for
`T > 0`, `g ≥ 0` and `w`, `g` not both zero. -/
def thermalMean (w g T : ℝ) (f : ℝ → ℝ) : ℝ :=
  (∫ q : ℝ, f q * boltzmann w g T q) / (∫ q : ℝ, boltzmann w g T q)

/-- Thermal mean-square displacement of the mode, on the domain of `thermalMean`. -/
def meanSquare (w g T : ℝ) : ℝ := thermalMean w g T (fun q => q ^ 2)

/-- Thermal mean of the quadratic shielding term `s q² / 2`, where `s` is the curvature
of the shielding along the mode, on the domain of `thermalMean`. -/
def shieldingShift (s w g T : ℝ) : ℝ := thermalMean w g T (fun q => s / 2 * q ^ 2)
```

`meanSquare` is $\langle q^2\rangle$. `shieldingShift` is $\langle s q^2/2\rangle$, where $s$ is the second derivative of the shielding along $q$; despite its name, it is a change in shielding and not a chemical shift. Because the quadratic coefficient enters as a square, double wells are excluded. The mode is also uncoupled from all others, and the shielding is taken to second order in $q$.

Replacing the quantum thermal average by the classical one is a further approximation. It is reasonable when $k_{\mathrm B}T$ is large compared with the level spacing of the mode.

## $g\ge0$ and $w^2+g>0$: the mode is confined

Physically, these conditions say that the potential rises on both sides, through the quadratic term, the quartic term or both. By hand, they are used to show that every moment is finite. Since $g(q^2-1)^2\ge0$, we have $gq^4\ge2gq^2-g$, and so

$$B(q)\le e^{g/T}\exp\!\left[-\frac{w^2/2+2g}{T}\,q^2\right].$$

The coefficient $w^2/2+2g$ is positive, so the right-hand side is a Gaussian, and every power of $q$ is integrable against it.

In the code the conditions are `hg` and `hc`. The inequality `key` is the Gaussian bound, and `h0.mono` transfers integrability from the Gaussian to the quartic weight.

```lean
variable {w g T : ℝ}

/-- For `T > 0`, `g ≥ 0` and `w`, `g` not both zero, every power of the displacement is
integrable against the Boltzmann weight. -/
theorem integrable_moment (hT : 0 < T) (hg : 0 ≤ g) (hc : 0 < w ^ 2 + g) (n : ℕ) :
    Integrable (fun q : ℝ => q ^ n * boltzmann w g T q) := by
  have hb : 0 < (w ^ 2 / 2 + 2 * g) / T := div_pos (by linarith) hT
  have hn : (-1 : ℝ) < (n : ℝ) := by
    have := Nat.cast_nonneg (α := ℝ) n
    linarith
  have h0 := (integrable_rpow_mul_exp_neg_mul_sq hb hn).const_mul (Real.exp (g / T))
  simp only [Real.rpow_natCast] at h0
  refine h0.mono (Continuous.aestronglyMeasurable
    (by unfold boltzmann potential; fun_prop)) (Eventually.of_forall fun q => ?_)
  -- the quartic weight lies below a Gaussian, since `g (q² - 1)² ≥ 0`
  have key : boltzmann w g T q ≤
      Real.exp (g / T) * Real.exp (-((w ^ 2 / 2 + 2 * g) / T) * q ^ 2) := by
    unfold boltzmann potential
    rw [← Real.exp_add]
    apply Real.exp_le_exp.mpr
    have h1 : g / T + -((w ^ 2 / 2 + 2 * g) / T) * q ^ 2
        - (-(w ^ 2 / 2 * q ^ 2 + g * q ^ 4) / T) = g * (q ^ 2 - 1) ^ 2 / T := by ring
    have h2 : 0 ≤ g * (q ^ 2 - 1) ^ 2 / T := by positivity
    linarith
  calc ‖q ^ n * boltzmann w g T q‖ = |q ^ n| * boltzmann w g T q := by
        simp only [boltzmann, norm_mul, Real.norm_eq_abs, Real.abs_exp]
    _ ≤ |q ^ n| * (Real.exp (g / T) * Real.exp (-((w ^ 2 / 2 + 2 * g) / T) * q ^ 2)) :=
        mul_le_mul_of_nonneg_left key (abs_nonneg _)
    _ = ‖Real.exp (g / T) * (q ^ n * Real.exp (-((w ^ 2 / 2 + 2 * g) / T) * q ^ 2))‖ := by
        simp only [norm_mul, Real.norm_eq_abs, Real.abs_exp]
        ring
```

The case $n=0$ says that $B$ itself is integrable. Since $B$ is an exponential, its integral $Z$ is positive, and dividing by it is legitimate.

```lean
/-- The configurational partition integral is positive for `T > 0`, `g ≥ 0` and
`w`, `g` not both zero. -/
theorem partition_pos (hT : 0 < T) (hg : 0 ≤ g) (hc : 0 < w ^ 2 + g) :
    0 < ∫ q : ℝ, boltzmann w g T q := by
  have h := integrable_moment hT hg hc 0
  simp only [pow_zero, one_mul] at h
  exact integral_exp_pos (f := fun q => -(potential w g q) / T) h
```

If $g<0$, the weight grows at large $|q|$ and cannot be normalised. If $w=g=0$, the particle is free on an infinite line and $Z$ is infinite. Lean then assigns the integral the value zero, and the virial identity below would read $0=T$.

## $T>0$: the weight favours low energy

This is ordinary positive temperature. It makes the exponent negative at large $|q|$, so the Gaussian bound already relies on it. It then sets the energy scale in the virial identity. Differentiating $qB$ gives

$$\frac{d}{dq}(qB)=B-\frac{w^2}{T}q^2B-\frac{4g}{T}q^4B .$$

The function $qB$ vanishes at both ends of the line, so the right-hand side integrates to zero. Multiplying by $T/Z$ gives

$$w^2\langle q^2\rangle+4g\langle q^4\rangle=T .$$

This is the configurational relation $\langle qV'(q)\rangle=T$ for the present potential; kinetic energy does not enter.

In the proof, `hd` is the derivative and `hz` is its vanishing integral. The Mathlib lemma used for `hz` asks for $qB$ and its derivative to be integrable, which replaces the inspection of the end points. The final `linear_combination` multiplies by $T$ and collects terms.

```lean
/-- Virial identity: `w²⟨q²⟩ + 4g⟨q⁴⟩ = T` for `T > 0`, `g ≥ 0` and
`w`, `g` not both zero. -/
theorem virial (hT : 0 < T) (hg : 0 ≤ g) (hc : 0 < w ^ 2 + g) :
    w ^ 2 * meanSquare w g T + 4 * g * thermalMean w g T (fun q => q ^ 4) = T := by
  have hZ := partition_pos hT hg hc
  have h0 := integrable_moment hT hg hc 0
  have h1 := integrable_moment hT hg hc 1
  have h2 := integrable_moment hT hg hc 2
  have h4 := integrable_moment hT hg hc 4
  simp only [pow_zero, one_mul] at h0
  simp only [pow_one] at h1
  have hd : ∀ q : ℝ, HasDerivAt (fun q => q * boltzmann w g T q)
      (boltzmann w g T q - w ^ 2 / T * (q ^ 2 * boltzmann w g T q)
        - 4 * g / T * (q ^ 4 * boltzmann w g T q)) q := by
    intro q
    have hV : HasDerivAt (fun q => -(potential w g q) / T)
        (-(w ^ 2 * q + 4 * g * q ^ 3) / T) q := by
      unfold potential
      have h := (((hasDerivAt_pow 2 q).const_mul (w ^ 2 / 2)).fun_add
        ((hasDerivAt_pow 4 q).const_mul g)).fun_neg.div_const T
      exact h.congr_deriv (by push_cast; ring)
    have hq := (hasDerivAt_id' q).fun_mul hV.exp
    exact hq.congr_deriv (by simp only [boltzmann]; ring)
  have hA : Integrable (fun q : ℝ => boltzmann w g T q
      - w ^ 2 / T * (q ^ 2 * boltzmann w g T q)) := h0.sub (h2.const_mul (w ^ 2 / T))
  -- the total derivative integrates to zero over the line
  have hz : ∫ q : ℝ, (boltzmann w g T q - w ^ 2 / T * (q ^ 2 * boltzmann w g T q)
      - 4 * g / T * (q ^ 4 * boltzmann w g T q)) = 0 :=
    integral_eq_zero_of_hasDerivAt_of_integrable hd (hA.sub (h4.const_mul (4 * g / T))) h1
  rw [integral_sub hA (h4.const_mul (4 * g / T)), integral_sub h0 (h2.const_mul (w ^ 2 / T)),
    integral_const_mul, integral_const_mul] at hz
  have e2 : T * (w ^ 2 / T) = w ^ 2 := mul_div_cancel₀ _ hT.ne'
  have e4 : T * (4 * g / T) = 4 * g := mul_div_cancel₀ _ hT.ne'
  simp only [meanSquare, thermalMean]
  rw [mul_div_assoc', mul_div_assoc', ← add_div, div_eq_iff hZ.ne']
  linear_combination (-T) * hz - (∫ q : ℝ, q ^ 2 * boltzmann w g T q) * e2
    - (∫ q : ℝ, q ^ 4 * boltzmann w g T q) * e4
```

A second relation comes from the variance of $q^2$. With $m=\langle q^2\rangle$,

$$0\le\langle(q^2-m)^2\rangle=\langle q^4\rangle-2m\langle q^2\rangle+m^2=\langle q^4\rangle-m^2 .$$

Lean works with the unnormalised integrals: `hnn` is the variance multiplied by $Z$, and `h2m` replaces $\int q^2B\,dq$ by $mZ$. Division by the positive $Z$ gives the stated inequality.

```lean
/-- The square of `⟨q²⟩` is at most `⟨q⁴⟩`, for `T > 0`, `g ≥ 0` and
`w`, `g` not both zero. -/
theorem meanSquare_sq_le (hT : 0 < T) (hg : 0 ≤ g) (hc : 0 < w ^ 2 + g) :
    meanSquare w g T ^ 2 ≤ thermalMean w g T (fun q => q ^ 4) := by
  have hZ := partition_pos hT hg hc
  have h0 := integrable_moment hT hg hc 0
  have h2 := integrable_moment hT hg hc 2
  have h4 := integrable_moment hT hg hc 4
  simp only [pow_zero, one_mul] at h0
  obtain ⟨m, hm⟩ : ∃ m, m = meanSquare w g T := ⟨_, rfl⟩
  rw [← hm]
  have h2m : ∫ q : ℝ, q ^ 2 * boltzmann w g T q = m * ∫ q : ℝ, boltzmann w g T q :=
    (div_eq_iff hZ.ne').mp hm.symm
  -- the variance of `q²` is non-negative
  have hnn : 0 ≤ ∫ q : ℝ, (q ^ 4 * boltzmann w g T q
      - 2 * m * (q ^ 2 * boltzmann w g T q) + m ^ 2 * boltzmann w g T q) := by
    refine integral_nonneg fun q => ?_
    have hB : 0 ≤ boltzmann w g T q := (Real.exp_pos _).le
    have h := mul_nonneg (sq_nonneg (q ^ 2 - m)) hB
    show 0 ≤ q ^ 4 * boltzmann w g T q
      - 2 * m * (q ^ 2 * boltzmann w g T q) + m ^ 2 * boltzmann w g T q
    linear_combination h
  have hA : Integrable (fun q : ℝ => q ^ 4 * boltzmann w g T q
      - 2 * m * (q ^ 2 * boltzmann w g T q)) := h4.sub (h2.const_mul (2 * m))
  rw [integral_add hA (h0.const_mul (m ^ 2)), integral_sub h4 (h2.const_mul (2 * m)),
    integral_const_mul, integral_const_mul, h2m] at hnn
  simp only [thermalMean]
  rw [le_div_iff₀ hZ]
  linear_combination hnn
```

For negative $T$, a confined mode would have a weight that grows with $|q|$, and no thermal mean would exist.

## $g>0$: the quartic wall limits the amplitude

The constant $g$ stands for the stiffening of the mode at large displacement. Strict positivity is needed when the harmonic restoring force is allowed to vanish. Inserting $m^2\le\langle q^4\rangle$ into the virial identity gives

$$w^2m+4g\,m^2\le T .$$

Since $m\ge0$, the first term is non-negative and may be dropped. Then $m^2\le T/(4g)$, and

$$\langle q^2\rangle\le\sqrt{\frac{T}{4g}} .$$

The theorem `meanSquare_le` states this for every real `w`, including zero. In its proof `hv` is the virial identity, `hs` is the variance inequality multiplied by $g$, and `hw` is the non-negative term that is dropped. `Real.abs_le_sqrt` takes the square root.

```lean
/-- For `g, T > 0` the thermal mean-square displacement is at most `√(T/(4g))`,
whatever the harmonic frequency `w`. -/
theorem meanSquare_le (hT : 0 < T) (hg : 0 < g) (w : ℝ) :
    meanSquare w g T ≤ √(T / (4 * g)) := by
  have hc : 0 < w ^ 2 + g := by positivity
  have hv := virial hT hg.le hc
  have hs := mul_le_mul_of_nonneg_left (meanSquare_sq_le hT hg.le hc) hg.le
  have hm : 0 ≤ meanSquare w g T :=
    div_nonneg (integral_nonneg fun q => mul_nonneg (sq_nonneg q) (Real.exp_pos _).le)
      (partition_pos hT hg.le hc).le
  have hw := mul_nonneg (sq_nonneg w) hm
  refine (le_abs_self _).trans (Real.abs_le_sqrt ?_)
  rw [le_div_iff₀ (by positivity)]
  linarith
```

At $g=0$ no finite bound holds for all $w>0$, as the harmonic result shows.

## $w\neq0$: the harmonic mode has a restoring force

In the harmonic model the quadratic term alone holds the particle. Setting $g=0$ in the virial identity leaves $w^2\langle q^2\rangle=T$, and division by $w^2$ gives

$$\langle q^2\rangle_{\mathrm{harm}}=\frac{T}{w^2}.$$

The hypothesis `hw` is used twice: it supplies confinement when $g=0$, and it permits the division. At $w=0$ the harmonic weight is constant and has no normalised average.

```lean
/-- Without the quartic term, a mode with `w ≠ 0` at `T > 0` has mean-square
displacement `T/w²`. -/
theorem meanSquare_harmonic (hT : 0 < T) (hw : w ≠ 0) : meanSquare w 0 T = T / w ^ 2 := by
  have h := virial (w := w) hT le_rfl (by rw [add_zero]; positivity)
  rw [eq_div_iff (pow_ne_zero 2 hw)]
  linear_combination h
```

With $T$ fixed, $T/w^2$ exceeds any given number once $w$ is positive and small enough. This is what `Tendsto` expresses, with `𝓝[>] 0` for the approach to zero from above and `atTop` for growth without bound. The proof writes the mean as $T(w^{-1})^2$ and uses the divergence of $w^{-1}$.

```lean
/-- At fixed `T > 0` the harmonic mean-square displacement diverges as `w` tends to
zero from above. -/
theorem harmonic_diverges (hT : 0 < T) :
    Tendsto (fun w => meanSquare w 0 T) (𝓝[>] 0) atTop := by
  have h : Tendsto (fun w : ℝ => T * (w⁻¹) ^ 2) (𝓝[>] 0) atTop :=
    ((tendsto_pow_atTop two_ne_zero).comp tendsto_inv_nhdsGT_zero).const_mul_atTop hT
  refine h.congr' ?_
  filter_upwards [self_mem_nhdsWithin] with w hw
  rw [meanSquare_harmonic hT (Set.mem_Ioi.mp hw).ne']
  ring
```

## $s\neq0$: the shielding responds to the square of the displacement

A nonzero $s$ means that the shielding has curvature along the mode. Both corrections equal $s/2$ times the corresponding mean-square displacement, so for $w>0$

$$\left|\frac s2\frac T{w^2}-\frac s2\langle q^2\rangle\right|
\ge\frac{|s|}2\left(\frac T{w^2}-\sqrt{\frac T{4g}}\right).$$

The right-hand side diverges as $w\to0^+$ with $s$, $g$ and $T$ fixed, and the left-hand side diverges with it.

In the proof, `hshift` takes the factor $s/2$ out of the average, `h` is the divergence of the lower bound, and `tendsto_atTop_mono` passes it to the difference. The hypothesis `hs` makes the factor $|s|/2$ positive. If $s=0$, both corrections vanish and so does their difference.

```lean
/-- For `g, T > 0` and shielding curvature `s ≠ 0`, the difference between the harmonic and
the anharmonic quadratic shielding corrections diverges in size as `w` tends to zero
from above. -/
theorem harmonic_shielding_fails {s : ℝ} (hT : 0 < T) (hg : 0 < g) (hs : s ≠ 0) :
    Tendsto (fun w => |shieldingShift s w 0 T - shieldingShift s w g T|)
      (𝓝[>] 0) atTop := by
  have hshift : ∀ w g : ℝ, shieldingShift s w g T = s / 2 * meanSquare w g T := by
    intro w g
    simp only [shieldingShift, meanSquare, thermalMean, mul_assoc, integral_const_mul,
      mul_div_assoc]
  have hs2 : 0 < |s| / 2 := div_pos (abs_pos.mpr hs) two_pos
  have h := (tendsto_atTop_add_const_right _ (-√(T / (4 * g)))
    (harmonic_diverges hT)).const_mul_atTop hs2
  -- the anharmonic part is bounded uniformly in `w`
  refine tendsto_atTop_mono (fun w => ?_) h
  rw [hshift, hshift, ← mul_sub, abs_mul, abs_div, abs_two]
  refine mul_le_mul_of_nonneg_left ?_ hs2.le
  have h1 := meanSquare_le hT hg w
  have h2 := le_abs_self (meanSquare w 0 T - meanSquare w g T)
  linarith

end

end SoftModeShielding
```

```lean
#print axioms SoftModeShielding.meanSquare_harmonic
#print axioms SoftModeShielding.harmonic_shielding_fails
```

```
'SoftModeShielding.meanSquare_harmonic' depends on axioms: [propext, Classical.choice, Quot.sound]
'SoftModeShielding.harmonic_shielding_fails' depends on axioms: [propext, Classical.choice, Quot.sound]
```

## From a frequency calculation to a shielding correction

To apply this model to a normal mode, $w$ can be taken from the Hessian, and $s$ from a second difference of the shieldings at the equilibrium geometry and at geometries displaced by $\pm q$. Cubic terms in the potential, which the model omits, can add a contribution through the first derivative of the shielding. The harmonic correction for the mode is then $s\langle q^2\rangle/2$, with $\langle q^2\rangle=k_{\mathrm B}T/w^2$ in the classical limit. If the potential along a soft mode is well described by $V(q)$, energies at several displacements can be fitted to it to obtain $g$ as well, and the two integrals in $\langle q^2\rangle$ can be evaluated by one-dimensional quadrature.

The harmonic value exceeds the quartic bound when $T/w^2>\sqrt{T/(4g)}$, that is, when $w^2<2\sqrt{gT}$.

As an instance, choose units in which $T=1$ and $g=1/4$, so that the bound is $\sqrt{1/1}=1$ and the crossover lies at $w=1$. Let $s=0.02$ in ppm per unit of $q^2$.

- At $w=0.1$, the harmonic mean is $1/0.01=100$, and the harmonic correction is $0.01\times100=1$ ppm. The anharmonic correction is at most $0.01\times1=0.01$ ppm, so the two differ by at least $0.99$ ppm.
- At $w=0.05$, the harmonic mean is $400$, and the harmonic correction is $4$ ppm. The anharmonic correction is still at most $0.01$ ppm.

Halving the frequency has quadrupled the harmonic correction, while the limit on the anharmonic one has not moved.
